# A density matrix summed with weight one from continuous, linearly independent orbitals is idempotent exactly when they are orthonormal

A Slater determinant built from orthonormal orbitals has an idempotent one-particle density matrix. If a density matrix summed with weight one from given orbitals turns out to be idempotent, must those orbitals have been orthonormal?

```lean
import Mathlib

open Matrix ComplexConjugate

namespace KernelIdempotency

noncomputable section

variable {ι : Type*} [Fintype ι] {a b : ℝ} {φ : ι → ℝ → ℂ}

/-- The density matrix `γ(x,y) = ∑ φ_i(x) conj φ_i(y)` summed from orbitals with weight one. -/
def gamma (φ : ι → ℝ → ℂ) (x y : ℝ) : ℂ := ∑ i, φ i x * conj (φ i y)

/-- The kernel `∑ φ_i(x) P_ij conj φ_j(y)` with coefficient matrix `P` in the orbitals `φ`. -/
def kernel (φ : ι → ℝ → ℂ) (P : Matrix ι ι ℂ) (x y : ℝ) : ℂ :=
  (fun i => φ i x) ⬝ᵥ P *ᵥ (fun j => conj (φ j y))

/-- The overlap matrix of the orbitals on `[a,b]`. -/
def overlap (a b : ℝ) (φ : ι → ℝ → ℂ) : Matrix ι ι ℂ :=
  Matrix.of fun i j => ∫ z in a..b, conj (φ i z) * φ j z

/-- The orbitals are orthonormal on `[a,b]`. -/
def IsOrthonormalOn [DecidableEq ι] (a b : ℝ) (φ : ι → ℝ → ℂ) : Prop :=
  ∀ i j, ∫ z in a..b, conj (φ i z) * φ j z = if i = j then 1 else 0

/-- Only the trivial linear combination of the orbitals vanishes throughout `[a,b]`. -/
def IsIndependentOn (a b : ℝ) (φ : ι → ℝ → ℂ) : Prop :=
  ∀ c : ι → ℂ, (∀ x ∈ Set.Icc a b, ∑ i, c i * φ i x = 0) → c = 0

/-- The kernel `K`, composed with itself over `[a,b]`, gives back `K`. -/
def IsIdempotentOn (a b : ℝ) (K : ℝ → ℝ → ℂ) : Prop :=
  ∀ x ∈ Set.Icc a b, ∀ y ∈ Set.Icc a b, ∫ z in a..b, K x z * K z y = K x y

/-- For continuous orbitals, integrating a combination of conjugated orbitals against a combination
of orbitals gives the bilinear form of the overlap matrix. -/
theorem integral_combinations (hab : a ≤ b) (hφ : ∀ i, ContinuousOn (φ i) (Set.Icc a b))
    (u v : ι → ℂ) :
    ∫ z in a..b, (u ⬝ᵥ fun j => conj (φ j z)) * ((fun k => φ k z) ⬝ᵥ v)
      = u ⬝ᵥ overlap a b φ *ᵥ v := by
  -- write the integrand as one finite sum over pairs of orbitals
  have expand : ∀ z, (u ⬝ᵥ fun j => conj (φ j z)) * ((fun k => φ k z) ⬝ᵥ v)
      = ∑ p : ι × ι, (u p.1 * v p.2) * (conj (φ p.1 z) * φ p.2 z) := by
    intro z
    rw [Fintype.sum_prod_type]
    simp only [dotProduct, Finset.sum_mul_sum]
    exact Finset.sum_congr rfl fun j _ => Finset.sum_congr rfl fun k _ => by ring
  have hint : ∀ p : ι × ι, IntervalIntegrable
      (fun z => (u p.1 * v p.2) * (conj (φ p.1 z) * φ p.2 z)) MeasureTheory.volume a b :=
    fun p => ContinuousOn.intervalIntegrable_of_Icc hab (continuousOn_const.mul
      ((Complex.continuous_conj.comp_continuousOn (hφ p.1)).mul (hφ p.2)))
  simp only [expand]
  rw [intervalIntegral.integral_finsetSum (fun p _ => hint p)]
  simp only [intervalIntegral.integral_const_mul]
  rw [Fintype.sum_prod_type]
  simp only [dotProduct, Matrix.mulVec, overlap, Matrix.of_apply, Finset.mul_sum]
  exact Finset.sum_congr rfl fun j _ => Finset.sum_congr rfl fun k _ => by ring

/-- For continuous orbitals, composing the kernels of `P` and `Q` gives the kernel of `P S Q`, with
`S` the overlap matrix. -/
theorem kernel_comp (hab : a ≤ b) (hφ : ∀ i, ContinuousOn (φ i) (Set.Icc a b))
    (P Q : Matrix ι ι ℂ) (x y : ℝ) :
    ∫ z in a..b, kernel φ P x z * kernel φ Q z y
      = kernel φ (P * overlap a b φ * Q) x y := by
  have h := integral_combinations hab hφ ((fun i => φ i x) ᵥ* P)
    (Q *ᵥ fun j => conj (φ j y))
  have e : ∀ z, kernel φ P x z = ((fun i => φ i x) ᵥ* P) ⬝ᵥ (fun j => conj (φ j z)) :=
    fun z => Matrix.dotProduct_mulVec _ _ _
  simp only [e]
  refine h.trans ?_
  rw [← Matrix.dotProduct_mulVec]
  simp only [kernel, Matrix.mulVec_mulVec, Matrix.mul_assoc]

/-- For linearly independent orbitals, the kernel on `[a,b]` determines its coefficient
matrix. -/
theorem kernel_injective (hind : IsIndependentOn a b φ) {P Q : Matrix ι ι ℂ}
    (h : ∀ x ∈ Set.Icc a b, ∀ y ∈ Set.Icc a b, kernel φ P x y = kernel φ Q x y) :
    P = Q := by
  -- independence in the variable x
  have h1 : ∀ y ∈ Set.Icc a b, (P - Q) *ᵥ (fun j => conj (φ j y)) = 0 := by
    intro y hy
    apply hind
    intro x hx
    have h2 := sub_eq_zero.mpr (h x hx y hy)
    simp only [kernel] at h2
    rw [← dotProduct_sub, ← Matrix.sub_mulVec] at h2
    exact (Finset.sum_congr rfl fun i _ => mul_comm _ _).trans h2
  ext i j
  -- independence in the variable y, after complex conjugation
  have h3 : (fun j => conj ((P - Q) i j)) = 0 := by
    apply hind
    intro y hy
    have h4 := congrArg (starRingEnd ℂ) (congrFun (h1 y hy) i)
    simp only [Matrix.mulVec, dotProduct, map_sum, map_mul, Complex.conj_conj,
      Pi.zero_apply, map_zero] at h4
    exact h4
  have h5 : conj ((P - Q) i j) = 0 := congrFun h3 j
  have h6 : (P - Q) i j = 0 := (map_eq_zero _).mp h5
  exact sub_eq_zero.mp h6

/-- In a linearly independent, possibly nonorthogonal set of continuous orbitals, a kernel is
idempotent exactly when its coefficient matrix satisfies `P S P = P`. -/
theorem kernel_idempotent_iff (hab : a ≤ b) (hφ : ∀ i, ContinuousOn (φ i) (Set.Icc a b))
    (hind : IsIndependentOn a b φ) (P : Matrix ι ι ℂ) :
    IsIdempotentOn a b (kernel φ P) ↔ P * overlap a b φ * P = P := by
  constructor
  · intro h
    apply kernel_injective hind
    intro x hx y hy
    rw [← kernel_comp hab hφ]
    exact h x hx y hy
  · intro h x _ y _
    rw [kernel_comp hab hφ, h]

variable [DecidableEq ι]

omit [Fintype ι] in
/-- The overlap matrix is the identity exactly when the orbitals are orthonormal. -/
theorem overlap_eq_one_iff : overlap a b φ = 1 ↔ IsOrthonormalOn a b φ := by
  rw [← Matrix.ext_iff]
  simp only [IsOrthonormalOn, overlap, Matrix.of_apply, Matrix.one_apply]

/-- For continuous, linearly independent orbitals on `[a,b]`, the density matrix
`γ(x,y) = ∑ φ_i(x) conj φ_i(y)` is idempotent if and only if the orbitals are orthonormal. -/
theorem gamma_idempotent_iff_orthonormal (hab : a ≤ b)
    (hφ : ∀ i, ContinuousOn (φ i) (Set.Icc a b)) (hind : IsIndependentOn a b φ) :
    IsIdempotentOn a b (gamma φ) ↔ IsOrthonormalOn a b φ := by
  -- γ is the kernel with the identity as coefficient matrix
  have hg : gamma φ = kernel φ 1 := by
    funext x y
    simp [gamma, kernel, dotProduct]
  rw [hg, kernel_idempotent_iff hab hφ hind, one_mul, mul_one, overlap_eq_one_iff]

/-- Continuous orbitals are orthonormal on `[a,b]` exactly when they are linearly independent
there and their density matrix is idempotent. -/
theorem orthonormal_iff_independent_and_idempotent (hab : a ≤ b)
    (hφ : ∀ i, ContinuousOn (φ i) (Set.Icc a b)) :
    IsOrthonormalOn a b φ ↔ IsIndependentOn a b φ ∧ IsIdempotentOn a b (gamma φ) := by
  refine ⟨fun ho => ?_, fun h => (gamma_idempotent_iff_orthonormal hab hφ h.1).mp h.2⟩
  have hind : IsIndependentOn a b φ := by
    intro c hc
    funext k
    -- project the vanishing combination onto the orbital k
    have h := integral_combinations hab hφ (Pi.single k 1) c
    have hk : (Pi.single k 1 : ι → ℂ) ⬝ᵥ c = c k := by simp
    rw [overlap_eq_one_iff.mpr ho, Matrix.one_mulVec, hk] at h
    rw [Pi.zero_apply, ← h]
    refine (intervalIntegral.integral_congr (g := fun _ => (0 : ℂ)) ?_).trans (by simp)
    intro z hz
    rw [Set.uIcc_of_le hab] at hz
    have hz0 : (fun i => φ i z) ⬝ᵥ c = 0 :=
      (Finset.sum_congr rfl fun i _ => mul_comm _ _).trans (hc z hz)
    simp only [hz0, mul_zero]
  exact ⟨hind, (gamma_idempotent_iff_orthonormal hab hφ hind).mpr ho⟩

/-- For continuous orthonormal orbitals with real occupation numbers `n_i`, the density matrix is
idempotent exactly when every occupation number is 0 or 1. -/
theorem occupations_idempotent_iff (hab : a ≤ b)
    (hφ : ∀ i, ContinuousOn (φ i) (Set.Icc a b)) (ho : IsOrthonormalOn a b φ) (n : ι → ℝ) :
    IsIdempotentOn a b (kernel φ (Matrix.diagonal fun i => (n i : ℂ)))
      ↔ ∀ i, n i = 0 ∨ n i = 1 := by
  have hind := ((orthonormal_iff_independent_and_idempotent hab hφ).mp ho).1
  rw [kernel_idempotent_iff hab hφ hind, overlap_eq_one_iff.mpr ho, mul_one,
    Matrix.diagonal_mul_diagonal, Matrix.diagonal_injective.eq_iff, funext_iff]
  refine forall_congr' fun i => ⟨fun h => ?_, ?_⟩
  · have h' : n i * n i = n i := by exact_mod_cast h
    have h0 : n i * (n i - 1) = 0 := by linear_combination h'
    exact (mul_eq_zero.mp h0).imp id sub_eq_zero.mp
  · rintro (h | h) <;> simp [h]

/-- Two constant, hence linearly dependent, orbitals with values 3/5 and 4/5. -/
def constantPair : Fin 2 → ℝ → ℂ := fun i _ => ![3 / 5, 4 / 5] i

/-- The two constant orbitals have an idempotent density matrix on `[0,1]` but are not
orthonormal. -/
theorem constantPair_idempotent_not_orthonormal :
    IsIdempotentOn 0 1 (gamma constantPair) ∧ ¬ IsOrthonormalOn 0 1 constantPair := by
  -- the orbital values are real, so conjugation leaves them unchanged
  have h3 : conj (3 / 5 : ℂ) = 3 / 5 := by
    have h := Complex.conj_ofReal (3 / 5)
    push_cast at h
    exact h
  have h4 : conj (4 / 5 : ℂ) = 4 / 5 := by
    have h := Complex.conj_ofReal (4 / 5)
    push_cast at h
    exact h
  have g : ∀ x y, gamma constantPair x y = 1 := by
    intro x y
    rw [gamma, Fin.sum_univ_two]
    change (3 / 5 : ℂ) * conj (3 / 5 : ℂ) + (4 / 5 : ℂ) * conj (4 / 5 : ℂ) = 1
    rw [h3, h4]
    norm_num
  constructor
  · intro x _ y _
    simp [g]
  · intro h
    have h01 := h 0 1
    norm_num [constantPair] at h01

end

end KernelIdempotency
```

```lean
#print axioms KernelIdempotency.orthonormal_iff_independent_and_idempotent
#print axioms KernelIdempotency.occupations_idempotent_iff
#print axioms KernelIdempotency.constantPair_idempotent_not_orthonormal
```

```
'KernelIdempotency.orthonormal_iff_independent_and_idempotent' depends on axioms: [propext, Classical.choice, Quot.sound]
'KernelIdempotency.occupations_idempotent_iff' depends on axioms: [propext, Classical.choice, Quot.sound]
'KernelIdempotency.constantPair_idempotent_not_orthonormal' depends on axioms: [propext, Classical.choice, Quot.sound]
```

## Orbitals on an interval

The orbitals φ_i are finitely many complex functions, continuous on [a,b]. Their density matrix and overlap matrix are

γ(x,y) = ∑_i φ_i(x) conj φ_i(y)

S_ij = ∫ conj φ_i(z) φ_j(z) dz,

with the integral taken over [a,b]. The main theorem, `gamma_idempotent_iff_orthonormal`, says that for linearly independent orbitals

∫ γ(x,z) γ(z,y) dz = γ(x,y) for all x, y in [a,b]

holds if and only if S_ij = δ_ij.

In Lean an orbital set is `φ : ι → ℝ → ℂ` with `ι` finite. The functions are defined on the whole line, but continuity, independence (`IsIndependentOn`) and idempotency (`IsIdempotentOn`) concern only their values on [a,b]. The hypothesis `a ≤ b` also admits a single point. Each orbital enters γ with weight one, and there is no spin. For independent orbitals that are not orthonormal, this plain sum is not the density matrix of their normalised Slater determinant; that one is given in the last section. Unbounded domains, three dimensions and infinitely many orbitals are not covered.

The definition `kernel` allows a coefficient matrix P:

K_P(x,y) = ∑_ij φ_i(x) P_ij conj φ_j(y).

Then γ is the case P = 1, and for orthonormal orbitals a diagonal P holds the occupation numbers. For finitely many independent orbitals on an interval, `kernel_idempotent_iff` gives the condition PSP = P, the form that idempotency takes for each spin in electronic-structure calculations with a nonorthogonal basis. If P is instead the spin-summed density matrix of a closed-shell determinant, the condition reads PSP = 2P.

## Independence used twice

Insert the two sums into the composition and take the finite sums out of the integral:

∫ γ(x,z) γ(z,y) dz = ∑_ij φ_i(x) [∫ conj φ_i(z) φ_j(z) dz] conj φ_j(y) = ∑_ij φ_i(x) S_ij conj φ_j(y).

If S = 1, the right-hand side is γ(x,y), which proves one direction. For the other, suppose that γ is idempotent and subtract γ(x,y):

∑_i φ_i(x) [∑_j (S_ij − δ_ij) conj φ_j(y)] = 0.

Fix y. This is a linear combination of the φ_i that vanishes for every x in [a,b], so each bracket is zero. Conjugating the bracket for a fixed i gives

∑_j conj(S_ij − δ_ij) φ_j(y) = 0 for every y in [a,b].

Independence now applies in the variable y, and S_ij = δ_ij.

The Lean proof follows this route for general coefficients. `integral_combinations` expands the integrand over pairs of orbitals; continuity makes each term integrable, which allows sum and integral to be exchanged. `kernel_comp` then shows that composing K_P with K_Q gives K_PSQ. The two uses of independence are the steps `h1` and `h3` in `kernel_injective`, which concludes that equal kernels have equal coefficient matrices. Comparing K_PSP with K_P yields PSP = P, and the main theorem rewrites γ as `kernel φ 1`, which turns this condition into S = 1.

## Independence, occupations and a counterexample

Orthonormal orbitals are automatically independent: if ∑_i c_i φ_i = 0 on [a,b], multiplying by conj φ_k and integrating gives c_k = 0. In `orthonormal_iff_independent_and_idempotent` this projection is made by `Pi.single k 1`. Orthonormality is therefore equivalent to independence and idempotency together.

For orthonormal orbitals with real occupations n_i, the matrix P is diagonal and S = 1, so PSP = P becomes n_i² = n_i. Hence `occupations_idempotent_iff`: the density matrix is idempotent exactly when every occupation is 0 or 1.

Without independence the main equivalence fails. Take the constant orbitals 3/5 and 4/5 on [0,1]. Then

γ(x,y) = 9/25 + 16/25 = 1,

which reproduces itself under composition, yet the overlap of the two orbitals is 12/25 instead of 0. They are two multiples of one normalised function, and γ is the projector onto that function. The Slater determinant that puts two electrons of the same spin into them vanishes, so they are not the occupied orbitals of such a pair.

## The projector in a nonorthogonal set

The condition PSP = P also settles which invertible P gives an idempotent kernel. Multiplying by P⁻¹ from the left leaves SP = 1, so P = S⁻¹. For a < b and independent continuous orbitals S is indeed invertible, and

∑_ij φ_i(x) (S⁻¹)_ij conj φ_j(y)

is the kernel of the orthogonal projector onto their span. It is also the one-particle density matrix of the normalised Slater determinant of these orbitals, which is idempotent whether or not they are orthonormal.
